# Canonical orthogonalisation with threshold t leaves every coefficient vector c within squared S-distance t‖c‖² of the retained span

When two basis functions are almost the same, their overlap matrix $S$ has an eigenvalue close to zero. Canonical orthogonalisation, which rescales the eigenvectors of $S$ to describe functions of norm one, then divides by the square root of that eigenvalue, and this can amplify rounding errors. Discarding the offending eigenvectors removes the large factors, but it also shrinks the space of functions that the basis can describe. An estimate of that loss shows what a given threshold can cost.

Let the basis functions be $\chi_k$, with $S_{kl}=\langle\chi_k|\chi_l\rangle$. A coefficient vector $c$ stands for the function $\sum_k c_k\chi_k$, whose squared norm is $c^\dagger S c$. The plain squared norm of the coefficients is $\|c\|^2=\sum_k|c_k|^2$. The estimate below bounds the squared norm of what is lost by $t\|c\|^2$, where $t>0$ is the threshold.

## Overlap and distance

```lean
import Mathlib

open Matrix
open scoped ComplexOrder

namespace CanonicalOrthogonalisation

noncomputable section

variable {n : Type*} [Fintype n]
```

The type `n` labels the basis functions, and `Fintype n` makes the basis finite. A coefficient vector has type `n → ℂ`: a function that gives a complex number for each label.

```lean
/-- The linear functional `y ↦ x†y` on coefficient vectors. -/
def bra (x : n → ℂ) : (n → ℂ) →ₗ[ℂ] ℂ where
  toFun y := star x ⬝ᵥ y
  map_add' y z := dotProduct_add _ y z
  map_smul' a y := by simp
```

`bra x` is the map $y\mapsto x^\dagger y$. Here `star x` conjugates the entries and `⬝ᵥ` is the dot product without conjugation. The two further fields show that the map is linear in $y$, which later allows sums and scalars to be pulled out.

```lean
/-- The overlap `x†Sy` of the functions with coefficient vectors `x` and `y`. -/
def overlap (S : Matrix n n ℂ) (x y : n → ℂ) : ℂ := bra x (S *ᵥ y)
```

This is $x^\dagger S y$, with `*ᵥ` for a matrix acting on a vector.

```lean
/-- The squared distance of two coefficient vectors in the metric `S`. -/
def sqDist (S : Matrix n n ℂ) (c d : n → ℂ) : ℝ := (overlap S (c - d) (c - d)).re
```

The squared $S$-distance of $c$ and $d$ is $(c-d)^\dagger S(c-d)$, the squared norm of the difference of the two functions. Lean's type for the overlap is complex, so `.re` takes the real part; for Hermitian $S$ nothing is lost.

## Keeping the large eigenvalues

```lean
/-- The eigenvector `v j` scaled by the inverse square root of its eigenvalue. -/
def canonical (s : n → ℝ) (v : n → n → ℂ) (j : n) : n → ℂ :=
  (((√(s j))⁻¹ : ℝ) : ℂ) • v j
```

Given eigenvalues $s_j$ and eigenvectors $v_j$, this defines $u_j=s_j^{-1/2}v_j$. The formula is meaningful for $s_j>0$, which holds for every retained vector when $t>0$. For $s_j\le0$ Lean's conventions for the square root and the inverse make `canonical s v j` the zero vector.

```lean
/-- The span of the scaled eigenvectors whose eigenvalue is at least `t`. -/
def retained (s : n → ℝ) (v : n → n → ℂ) (t : ℝ) : Submodule ℂ (n → ℂ) :=
  Submodule.span ℂ (canonical s v '' {j | t ≤ s j})
```

`retained s v t` is the complex span of the $u_j$ with $s_j\ge t$. If every eigenvalue lies below $t$, it contains only the zero vector.

```lean
/-- The part of `c` along the eigenvectors whose eigenvalue is at least `t`. -/
def truncate (s : n → ℝ) (v : n → n → ℂ) (t : ℝ) (c : n → ℂ) : n → ℂ :=
  ∑ j, if t ≤ s j then bra (v j) c • v j else 0
```

Truncation keeps the part of $c$ along the retained eigenvectors:
$$d=\sum_{j:\,s_j\ge t}(v_j^\dagger c)\,v_j .$$

```lean
variable [DecidableEq n]

/-- The vectors `v j` are orthonormal eigenvectors of `S` with real eigenvalues `s j`. -/
structure IsEigenbasis (S : Matrix n n ℂ) (s : n → ℝ) (v : n → n → ℂ) : Prop where
  orth : ∀ i j, bra (v i) (v j) = if i = j then 1 else 0
  eig : ∀ j, S *ᵥ v j = (s j : ℂ) • v j
```

So far `s` and `v` were arbitrary families. `IsEigenbasis S s v` is the statement that $v_i^\dagger v_j=\delta_{ij}$ and $Sv_j=s_jv_j$, with real $s_j$. Theorems take it as a hypothesis, so they apply to any choice of eigenvectors within a degenerate eigenspace.

```lean
variable {S : Matrix n n ℂ} {s : n → ℝ} {v : n → n → ℂ} {t : ℝ}

/-- Every Hermitian matrix has an orthonormal eigenbasis, given by the spectral theorem. -/
theorem eigenbasis_witness (hS : S.IsHermitian) :
    IsEigenbasis S hS.eigenvalues (fun j => (hS.eigenvectorBasis j).ofLp) where
  orth i j := by
    have h := orthonormal_iff_ite.mp hS.eigenvectorBasis.orthonormal i j
    rw [← h, EuclideanSpace.inner_eq_star_dotProduct, dotProduct_comm]
    rfl
  eig j := (hS.mulVec_eigenvectorBasis j).trans (by ext k; simp)
```

The hypothesis can always be met: for Hermitian $S$, Mathlib's spectral theorem supplies eigenvalues and orthonormal eigenvectors. The proof translates Mathlib's inner product into `bra`.

## Expanding in eigenvectors

```lean
omit [DecidableEq n] in
/-- Exchanging the two vectors conjugates their inner product. -/
theorem bra_symm (x y : n → ℂ) : bra x y = star (bra y x) := by
  simp [bra, dotProduct, mul_comm]
```

This is $x^\dagger y=(y^\dagger x)^*$.

```lean
/-- A coefficient vector is the sum of its components along the eigenvectors. -/
theorem IsEigenbasis.expand (h : IsEigenbasis S s v) (c : n → ℂ) :
    ∑ j, bra (v j) c • v j = c := by
  let V : Matrix n n ℂ := Matrix.of fun i j => v j i
  have h1 : Vᴴ * V = 1 := by
    ext i j
    rw [Matrix.one_apply, ← h.orth i j]
    simp [V, bra, Matrix.mul_apply, dotProduct]
  -- a square matrix with orthonormal columns is unitary
  have h2 : V * Vᴴ = 1 := mul_eq_one_comm.mp h1
  have h3 : V *ᵥ (Vᴴ *ᵥ c) = c := by
    rw [Matrix.mulVec_mulVec, h2, Matrix.one_mulVec]
  ext k
  calc (∑ j, bra (v j) c • v j) k = (V *ᵥ (Vᴴ *ᵥ c)) k := by
        simp [V, bra, Matrix.mulVec, dotProduct, Finset.sum_apply, mul_comm]
    _ = c k := by rw [h3]
```

The theorem is completeness, $\sum_j v_j(v_j^\dagger c)=c$. By hand, put the eigenvectors into the columns of a matrix $V$. Orthonormality says $V^\dagger V=1$. Since $V$ is square and finite, $VV^\dagger=1$ follows, and therefore $c=V(V^\dagger c)$, which is the sum written out. The steps `h1`, `h2` and `h3` are these three statements.

```lean
/-- The self-overlap is the sum of squared eigenvector components weighted by eigenvalues. -/
theorem IsEigenbasis.overlap_self (h : IsEigenbasis S s v) (x : n → ℂ) :
    (overlap S x x).re = ∑ j, s j * ‖bra (v j) x‖ ^ 2 := by
  have hx : S *ᵥ x = ∑ j, (bra (v j) x * (s j : ℂ)) • v j := by
    conv_lhs => rw [← h.expand x]
    rw [← Matrix.mulVecLin_apply, map_sum]
    refine Finset.sum_congr rfl fun j _ => ?_
    rw [map_smul, Matrix.mulVecLin_apply, h.eig, smul_smul]
  rw [overlap, hx, map_sum, Complex.re_sum]
  refine Finset.sum_congr rfl fun j _ => ?_
  rw [map_smul, smul_eq_mul, bra_symm x (v j)]
  generalize bra (v j) x = b
  rw [← Complex.normSq_eq_norm_sq, Complex.normSq_apply]
  simp only [Complex.star_def, Complex.mul_re, Complex.mul_im, Complex.conj_re,
    Complex.conj_im, Complex.ofReal_re, Complex.ofReal_im]
  ring
```

Apply $S$ to the expansion of $x$, then multiply by $x^\dagger$:
$$Sx=\sum_j (v_j^\dagger x)\,s_j v_j,\qquad
x^\dagger Sx=\sum_j s_j\,(v_j^\dagger x)(x^\dagger v_j)=\sum_j s_j|v_j^\dagger x|^2 .$$
The first formula is `hx`. The remaining lines use `bra_symm` to recognise $x^\dagger v_j$ as the conjugate of $v_j^\dagger x$, and compare real parts term by term.

```lean
/-- Parseval's identity for the components along the eigenvectors. -/
theorem IsEigenbasis.parseval (h : IsEigenbasis S s v) (c : n → ℂ) :
    ∑ k, ‖c k‖ ^ 2 = ∑ j, ‖bra (v j) c‖ ^ 2 := by
  -- the same basis diagonalises the unit matrix
  have h1 : IsEigenbasis (1 : Matrix n n ℂ) (fun _ => 1) v := ⟨h.orth, fun j => by simp⟩
  have h2 := h1.overlap_self c
  have h3 : (overlap 1 c c).re = ∑ k, ‖c k‖ ^ 2 := by
    rw [overlap, Matrix.one_mulVec]
    change (∑ k, star (c k) * c k).re = _
    rw [Complex.re_sum]
    refine Finset.sum_congr rfl fun k _ => ?_
    rw [← Complex.normSq_eq_norm_sq, Complex.normSq_apply]
    simp only [Complex.star_def, Complex.mul_re, Complex.conj_re, Complex.conj_im]
    ring
  rw [← h3, h2]
  simp
```

Parseval's identity, $\|c\|^2=\sum_j|v_j^\dagger c|^2$, is the previous result with $S=1$. The same vectors are eigenvectors of the unit matrix, all with eigenvalue 1 (`h1`), and $c^\dagger c$ is the sum of the $|c_k|^2$ (`h3`).

```lean
/-- Scaled eigenvectors with positive eigenvalues are orthonormal in the metric `S`. -/
theorem IsEigenbasis.canonical_orthonormal (h : IsEigenbasis S s v) {i j : n}
    (hi : 0 < s i) :
    overlap S (canonical s v i) (canonical s v j) = if i = j then 1 else 0 := by
  have hb : bra (canonical s v i) (v j) =
      (((√(s i))⁻¹ : ℝ) : ℂ) * bra (v i) (v j) := by
    rw [bra_symm (canonical s v i) (v j), canonical, map_smul, smul_eq_mul, star_mul',
      ← bra_symm (v i) (v j), Complex.star_def, Complex.conj_ofReal]
  have hS : S *ᵥ canonical s v j = (((√(s j))⁻¹ : ℝ) : ℂ) • (s j : ℂ) • v j := by
    rw [canonical, Matrix.mulVec_smul, h.eig]
  rw [overlap, hS, map_smul, map_smul, hb, h.orth]
  by_cases hij : i = j
  · subst hij
    have key : ∀ q a : ℝ, q ≠ 0 → q * q = a → q⁻¹ * (a * q⁻¹) = 1 := by
      rintro q _ hq rfl
      field_simp
    have hk := key _ _ (Real.sqrt_pos.2 hi).ne' (Real.mul_self_sqrt hi.le)
    simp only [if_true, smul_eq_mul, mul_one]
    exact_mod_cast hk
  · simp [hij]
```

For the scaled vectors,
$$u_i^\dagger S u_j=s_i^{-1/2}s_j^{-1/2}\,s_j\,v_i^\dagger v_j=\delta_{ij}.$$
If $i\ne j$, the factor $v_i^\dagger v_j$ vanishes. If $i=j$, the scalars multiply to $s_i/s_i=1$, which needs the hypothesis `hi`, that is $s_i>0$. `by_cases` separates the two cases, and `key` does the scalar arithmetic.

## What truncation costs

```lean
/-- Vectors in the retained span have no component along a discarded eigenvector. -/
theorem IsEigenbasis.discarded_component (h : IsEigenbasis S s v) {e : n → ℂ}
    (he : e ∈ retained s v t) {k : n} (hk : s k < t) : bra (v k) e = 0 := by
  unfold retained at he
  induction he using Submodule.span_induction with
  | mem x hx =>
    obtain ⟨j, hj, rfl⟩ := hx
    have hkj : k ≠ j := by
      rintro rfl
      exact not_le_of_gt hk hj
    rw [canonical, map_smul, h.orth, if_neg hkj, smul_zero]
  | zero => exact map_zero _
  | add x y _ _ hx hy => rw [map_add, hx, hy, add_zero]
  | smul a x _ hx => rw [map_smul, hx, smul_zero]
```

Let $s_k<t$, so that $v_k$ is discarded. Every generator $u_j$ of the retained span has $s_j\ge t$, hence $j\ne k$ and $v_k^\dagger u_j=0$. By linearity $v_k^\dagger e=0$ for every $e$ in the span. The induction has one case for a generator and one each for zero, sums and scalar multiples.

```lean
/-- The squared error of truncation is the eigenvalue-weighted sum of the squared
discarded components. -/
theorem IsEigenbasis.sqDist_truncate (h : IsEigenbasis S s v) (c : n → ℂ) :
    sqDist S c (truncate s v t c) =
      ∑ j, if t ≤ s j then 0 else s j * ‖bra (v j) c‖ ^ 2 := by
  rw [sqDist, h.overlap_self]
  refine Finset.sum_congr rfl fun k _ => ?_
  have hk : bra (v k) (truncate s v t c) = if t ≤ s k then bra (v k) c else 0 := by
    rw [truncate, map_sum, Finset.sum_eq_single k]
    · split_ifs <;> simp [h.orth]
    · intro j _ hj
      split_ifs <;> simp [h.orth, hj.symm]
    · simp
  rw [map_sub, hk]
  split_ifs <;> simp
```

The truncated vector $d$ has $v_k^\dagger d=v_k^\dagger c$ if $s_k\ge t$, and $v_k^\dagger d=0$ otherwise; this is `hk`. So $c-d$ has only discarded components, and the formula for the self-overlap gives
$$(c-d)^\dagger S(c-d)=\sum_{j:\,s_j<t}s_j|v_j^\dagger c|^2 .$$

## The bound and the nearest vector

```lean
/-- Canonical orthogonalisation: the retained scaled eigenvectors are `S`-orthonormal, and
every `c` has a nearest vector in their span, at squared `S`-distance at most `t‖c‖²`. -/
theorem canonical_orthogonalisation (hS : S.PosSemidef) (h : IsEigenbasis S s v)
    (ht : 0 < t) :
    (∀ i j, t ≤ s i → t ≤ s j →
      overlap S (canonical s v i) (canonical s v j) = if i = j then 1 else 0) ∧
    ∀ c : n → ℂ, ∃ d ∈ retained s v t,
      sqDist S c d ≤ t * ∑ k, ‖c k‖ ^ 2 ∧
      ∀ e ∈ retained s v t, sqDist S c d ≤ sqDist S c e := by
  refine ⟨fun i j hi _ => h.canonical_orthonormal (ht.trans_le hi), fun c =>
    ⟨truncate s v t c, ?_, ?_, fun e he => ?_⟩⟩
  · refine Submodule.sum_mem _ fun j _ => ?_
    split_ifs with hj
    · have hq : √(s j) ≠ 0 := (Real.sqrt_pos.2 (ht.trans_le hj)).ne'
      have hv : v j = ((√(s j) : ℝ) : ℂ) • canonical s v j := by
        rw [canonical, smul_smul, ← Complex.ofReal_mul, mul_inv_cancel₀ hq,
          Complex.ofReal_one, one_smul]
      have hm : v j ∈ retained s v t := by
        rw [hv]
        exact Submodule.smul_mem _ _ (Submodule.subset_span ⟨j, hj, rfl⟩)
      exact Submodule.smul_mem _ _ hm
    · exact Submodule.zero_mem _
  · -- each discarded eigenvalue is below the threshold
    rw [h.sqDist_truncate, h.parseval, Finset.mul_sum]
    refine Finset.sum_le_sum fun j _ => ?_
    split_ifs with hj
    · positivity
    · exact mul_le_mul_of_nonneg_right (not_le.mp hj).le (sq_nonneg _)
  · -- no retained vector can alter the discarded components
    rw [h.sqDist_truncate, sqDist, h.overlap_self]
    refine Finset.sum_le_sum fun j _ => ?_
    have hs : 0 ≤ s j := by
      have h0 := hS.dotProduct_mulVec_nonneg (v j)
      have h1 : star (v j) ⬝ᵥ (S *ᵥ v j) = (s j : ℂ) := by
        change bra (v j) (S *ᵥ v j) = _
        rw [h.eig, map_smul, h.orth]
        simp
      rw [h1] at h0
      exact_mod_cast h0
    split_ifs with hj
    · exact mul_nonneg hs (sq_nonneg _)
    · rw [map_sub, h.discarded_component he (not_le.mp hj), sub_zero]
```

The hypotheses are that $S$ is positive semidefinite, that the $v_j$ form an orthonormal eigenbasis, and that $t>0$. Positive semidefiniteness says that no function has negative squared norm. It includes the positive definite case of a linearly independent basis, and also allows exact linear dependence.

The conclusion has two parts. The retained $u_j$ are $S$-orthonormal, which was shown above, since $s_i\ge t>0$. Further, for every $c$ there is a $d$ in the retained span whose squared $S$-distance from $c$ is at most $t\|c\|^2$, and no vector $e$ in the span is closer. The proof takes $d$ to be the truncation of $c$ and checks three things.

1. **It lies in the span.** For $s_j\ge t$ we have $v_j=\sqrt{s_j}\,u_j$, so each term of $d$ is a multiple of a generator.
2. **It satisfies the bound.** Replacing each discarded eigenvalue by $t$, then adding the missing non-negative terms and using Parseval's identity, gives
$$\sum_{j:\,s_j<t}s_j|v_j^\dagger c|^2\le t\sum_j|v_j^\dagger c|^2=t\|c\|^2 .$$
3. **It is nearest.** A vector $e$ in the span has no discarded components, so $v_j^\dagger(c-e)=v_j^\dagger c$ whenever $s_j<t$. The squared distance from $c$ to $e$ therefore contains every term of the truncation error. Its other terms are non-negative because $s_j=v_j^\dagger Sv_j\ge0$, which is `hs`.

In Lean the last two comparisons are made term by term with `Finset.sum_le_sum`, and `split_ifs` distinguishes retained from discarded $j$.

## A discarded eigenvector is missed by its full eigenvalue

```lean
/-- A discarded eigenvector `v k` has squared `S`-distance at least `s k` from every
vector in the retained span. -/
theorem discarded_eigenvector_distance (hS : S.PosSemidef) (h : IsEigenbasis S s v)
    {k : n} (hk : s k < t) {e : n → ℂ} (he : e ∈ retained s v t) :
    s k ≤ sqDist S (v k) e := by
  have hs : ∀ j, 0 ≤ s j := fun j => by
    have h0 := (Complex.le_def.mp (hS.dotProduct_mulVec_nonneg (v j))).1
    change 0 ≤ (bra (v j) (S *ᵥ v j)).re at h0
    rw [h.eig, map_smul, h.orth] at h0
    simpa using h0
  have hterm : s k * ‖bra (v k) (v k - e)‖ ^ 2 = s k := by
    rw [map_sub, h.discarded_component he hk, h.orth]
    simp
  -- the component along `v k` alone already contributes `s k`
  rw [sqDist, h.overlap_self]
  calc s k = s k * ‖bra (v k) (v k - e)‖ ^ 2 := hterm.symm
    _ ≤ ∑ j, s j * ‖bra (v j) (v k - e)‖ ^ 2 :=
      Finset.single_le_sum (f := fun j => s j * ‖bra (v j) (v k - e)‖ ^ 2)
        (fun j _ => mul_nonneg (hs j) (sq_nonneg _)) (Finset.mem_univ k)

end

end CanonicalOrthogonalisation
```

Take $c=v_k$ with $s_k<t$, a vector with $\|v_k\|=1$. For any $e$ in the retained span, $v_k^\dagger(v_k-e)=1$, which is the content of `hterm`. The term $j=k$ alone then contributes $s_k$ to the squared distance, and the other terms are non-negative. A bound of the form $\text{constant}\times\|c\|^2$ that holds for all $c$ thus needs a constant at least as large as the largest discarded eigenvalue.

```lean
#print axioms CanonicalOrthogonalisation.canonical_orthogonalisation
#print axioms CanonicalOrthogonalisation.discarded_eigenvector_distance
```

```
'CanonicalOrthogonalisation.canonical_orthogonalisation' depends on axioms: [propext, Classical.choice, Quot.sound]
'CanonicalOrthogonalisation.discarded_eigenvector_distance' depends on axioms: [propext, Classical.choice, Quot.sound]
```

## In a self-consistent-field program

In NumPy notation the construction takes three lines:

```python
s, V = np.linalg.eigh(S)
keep = s >= t
X = V[:, keep] / np.sqrt(s[keep])
```

The columns of `X` are the retained $u_j$, so $X^\dagger SX=1$. With a Fock or Kohn–Sham matrix $F$, a program can diagonalise $X^\dagger FX$, which is smaller than $F$ if any eigenvector was discarded, and multiply the resulting eigenvectors by $X$ to return to the original basis.

For electronic structure in a finite basis, the theorem bounds the error in representing a single one-particle function, in exact arithmetic; it gives no bound on energies or on rounding errors.

The factor $\|c\|^2$ deserves attention, because near-linear dependence permits large coefficients for a function of norm one. The vector $v_k/\sqrt{s_k}$ with $0<s_k<t$ is such a case: it describes a normalised function, yet $\|c\|^2=1/s_k$, and the bound $t/s_k$ exceeds 1. That function is orthogonal to the whole retained space and is lost completely. The bound therefore ensures a small error when the coefficients are moderate enough to keep $t\|c\|^2$ small; a small threshold alone does not ensure it for every normalised function.
